# Averaged over conjugation by all Pauli strings, an n-qubit matrix keeps only its trace

A register of $n$ qubits is hit by a Pauli string drawn uniformly at random, and no record is kept of which one it was. The averaged state is the identity divided by $2^n$, whatever the state was before.

In Lean 4 with Mathlib:

```lean
import Mathlib

open Matrix
open scoped Kronecker

namespace PauliTwirl

noncomputable section

/-- Labels of the computational basis states of `n` qubits: strings of `n` bits. -/
abbrev Bits (n : ℕ) := Fin n → ZMod 2

/-- The sign `(-1)^a` belonging to a bit `a`. -/
def sgn (a : ZMod 2) : ℂ := (-1) ^ a.val

/-- The Pauli string `P(x,z)`, which sends the basis state `b` to `(-1)^(z·b)` times the
basis state `b + x`. -/
def pauli {n : ℕ} (x z : Bits n) : Matrix (Bits n) (Bits n) ℂ :=
  Matrix.of fun a b => if a = b + x then sgn (z ⬝ᵥ b) else 0

/-- The Pauli twirl: the average of `P M P†` over all `4^n` Pauli strings `P`. -/
def twirl {n : ℕ} (M : Matrix (Bits n) (Bits n) ℂ) : Matrix (Bits n) (Bits n) ℂ :=
  (1 / 4 ^ n : ℂ) • ∑ x : Bits n, ∑ z : Bits n, pauli x z * M * (pauli x z)ᴴ

/-- The reduced matrix of a reference system `R`, obtained by tracing out the `n` qubits. -/
def traceQubits {n : ℕ} {R : Type*} (M : Matrix (Bits n × R) (Bits n × R) ℂ) :
    Matrix R R ℂ :=
  Matrix.of fun r s => ∑ b : Bits n, M (b, r) (b, s)

variable {n : ℕ}

/-- Signs multiply when bits are added modulo 2. -/
theorem sgn_add (a b : ZMod 2) : sgn (a + b) = sgn a * sgn b := by
  have h : ∀ u : ZMod 2, u = 0 ∨ u = 1 := by decide
  have h1 : (1 : ZMod 2).val = 1 := rfl
  have h2 : (1 + 1 : ZMod 2) = 0 := by decide
  rcases h a with rfl | rfl <;> rcases h b with rfl | rfl <;> simp [sgn, h1, h2]

/-- Two bit strings add to zero exactly when they are equal. -/
theorem bits_add_eq_zero (a b : Bits n) : a + b = 0 ↔ a = b := by
  have h : ∀ u v : ZMod 2, u + v = 0 ↔ u = v := by decide
  rw [funext_iff, funext_iff]
  exact forall_congr' fun i => h (a i) (b i)

/-- The signs `(-1)^(z·c)`, summed over all `z`, give `2^n` if `c = 0` and cancel otherwise. -/
theorem sum_sgn (c : Bits n) :
    ∑ z : Bits n, sgn (z ⬝ᵥ c) = if c = 0 then 2 ^ n else 0 := by
  split_ifs with hc
  · subst hc
    simp [sgn, ZMod.card]
  · obtain ⟨i, hi⟩ := Function.ne_iff.mp hc
    have h01 : ∀ u : ZMod 2, u ≠ 0 → u = 1 := by decide
    have hci : c i = 1 := h01 _ hi
    have hs : sgn 1 = -1 := by
      have h1 : (1 : ZMod 2).val = 1 := rfl
      simp [sgn, h1]
    -- flipping bit `i` of `z` reverses every sign
    have h := Equiv.sum_comp (Equiv.addRight (Pi.single i 1 : Bits n))
      (fun z => sgn (z ⬝ᵥ c))
    simp only [Equiv.coe_addRight, add_dotProduct, single_dotProduct, hci, mul_one,
      sgn_add, hs, ← Finset.sum_mul] at h
    linear_combination (-1 / 2 : ℂ) * h

/-- Conjugation by `P(x,z)` shifts both indices of a matrix by `x` and multiplies the entry
`(a,a')` by the sign `(-1)^(z·(a+a'))`. -/
theorem pauli_conj_apply (x z : Bits n) (M : Matrix (Bits n) (Bits n) ℂ) (a a' : Bits n) :
    (pauli x z * M * (pauli x z)ᴴ) a a' = sgn (z ⬝ᵥ (a + a')) * M (a + x) (a' + x) := by
  have hx : x + x = 0 := (bits_add_eq_zero x x).2 rfl
  have hP : ∀ c b, pauli x z c b = if b = c + x then sgn (z ⬝ᵥ b) else 0 := by
    intro c b
    have h : c = b + x ↔ b = c + x := by
      constructor <;> (rintro rfl; rw [add_assoc, hx, add_zero])
    simp only [pauli, Matrix.of_apply, h]
  have hstar : ∀ u, star (sgn u) = sgn u := fun u => by simp [sgn]
  have hsum : a + a' = (a + x) + (a' + x) := by
    rw [add_add_add_comm, hx, add_zero]
  have hsgn : sgn (z ⬝ᵥ (a + a')) = sgn (z ⬝ᵥ (a + x)) * sgn (z ⬝ᵥ (a' + x)) := by
    rw [hsum, dotProduct_add z (a + x) (a' + x), sgn_add]
  -- each row of a Pauli string has a single nonzero entry
  simp only [Matrix.mul_apply, Matrix.conjTranspose_apply, hP, ite_mul, zero_mul,
    apply_ite (star : ℂ → ℂ), star_zero, mul_ite, mul_zero, Finset.sum_ite_eq',
    Finset.mem_univ, if_true, hstar]
  rw [hsgn]
  ring

/-- Every Pauli string is unitary. -/
theorem pauli_unitary (x z : Bits n) : pauli x z * (pauli x z)ᴴ = 1 := by
  ext a a'
  have h := pauli_conj_apply x z 1 a a'
  rw [mul_one] at h
  rw [h]
  by_cases haa : a = a'
  · subst haa
    simp [(bits_add_eq_zero a a).2 rfl, sgn]
  · simp [haa]

/-- At fixed bit flip `x`, the sum over all phase strings `z` removes the off-diagonal
entries and leaves `2^n` times the shifted diagonal. -/
theorem sum_phase_apply (x : Bits n) (M : Matrix (Bits n) (Bits n) ℂ) (a a' : Bits n) :
    ∑ z : Bits n, (pauli x z * M * (pauli x z)ᴴ) a a' =
      if a = a' then 2 ^ n * M (a + x) (a + x) else 0 := by
  simp only [pauli_conj_apply, ← Finset.sum_mul, sum_sgn, bits_add_eq_zero]
  by_cases h : a = a'
  · subst h
    simp
  · simp [h]

/-- Complete dephasing: the average over the phase strings `P(0,z)` alone keeps the diagonal
of `M` and deletes all coherences. -/
theorem dephasing (M : Matrix (Bits n) (Bits n) ℂ) :
    (1 / 2 ^ n : ℂ) • ∑ z : Bits n, pauli 0 z * M * (pauli 0 z)ᴴ =
      Matrix.diagonal fun b => M b b := by
  ext a a'
  simp only [Matrix.smul_apply, Matrix.sum_apply, sum_phase_apply, add_zero,
    Matrix.diagonal_apply, smul_eq_mul]
  split_ifs
  · field_simp
  · simp

/-- Pauli twirl: the average of `P M P†` over all Pauli strings is `trace M / 2^n` times the
identity, for every complex matrix `M` on `n` qubits. -/
theorem pauli_twirl (M : Matrix (Bits n) (Bits n) ℂ) :
    twirl M = (M.trace / 2 ^ n) • (1 : Matrix (Bits n) (Bits n) ℂ) := by
  have h4 : (4 : ℂ) ^ n = 2 ^ n * 2 ^ n := by rw [← mul_pow]; norm_num
  ext a a'
  simp only [twirl, Matrix.smul_apply, Matrix.sum_apply, sum_phase_apply, smul_eq_mul]
  by_cases h : a = a'
  · subst h
    -- the bit flips carry `a` through all basis states, which produces the trace
    have ht : ∑ x : Bits n, M (a + x) (a + x) = M.trace :=
      Equiv.sum_comp (Equiv.addLeft a) (fun b => M b b)
    simp only [if_true, ← Finset.mul_sum, ht, Matrix.one_apply_eq, h4]
    field_simp
  · simp [h]

/-- Twirling only the qubits of a joint system leaves the identity divided by `2^n` on the
qubits, tensored with the reduced matrix of the reference system `R`. -/
theorem pauli_twirl_reference {R : Type*} [Fintype R] [DecidableEq R]
    (M : Matrix (Bits n × R) (Bits n × R) ℂ) :
    (1 / 4 ^ n : ℂ) • ∑ x : Bits n, ∑ z : Bits n,
      (pauli x z ⊗ₖ (1 : Matrix R R ℂ)) * M * (pauli x z ⊗ₖ (1 : Matrix R R ℂ))ᴴ =
      (1 / 2 ^ n : ℂ) • ((1 : Matrix (Bits n) (Bits n) ℂ) ⊗ₖ traceQubits M) := by
  ext ⟨a, r⟩ ⟨a', s⟩
  -- the twirl acts separately on each block with fixed reference indices
  have hb : ∀ x z : Bits n,
      ((pauli x z ⊗ₖ (1 : Matrix R R ℂ)) * M * (pauli x z ⊗ₖ (1 : Matrix R R ℂ))ᴴ)
        (a, r) (a', s) =
      (pauli x z * M.submatrix (fun b => (b, r)) (fun b => (b, s)) * (pauli x z)ᴴ) a a' := by
    intro x z
    simp only [Matrix.mul_apply, Matrix.conjTranspose_apply, Matrix.kroneckerMap_apply,
      Matrix.one_apply, Matrix.submatrix_apply, Fintype.sum_prod_type, mul_ite, ite_mul,
      mul_one, mul_zero, zero_mul, apply_ite (star : ℂ → ℂ), star_zero,
      Finset.sum_ite_eq, Finset.mem_univ, if_true]
  have h := congrArg (fun A => A a a')
    (pauli_twirl (M.submatrix (fun b : Bits n => (b, r)) (fun b => (b, s))))
  simp only [twirl, Matrix.smul_apply, Matrix.sum_apply, smul_eq_mul] at h
  simp only [Matrix.smul_apply, Matrix.sum_apply, smul_eq_mul, hb]
  rw [h]
  simp only [Matrix.trace, Matrix.diag_apply, Matrix.submatrix_apply,
    Matrix.kroneckerMap_apply, traceQubits, Matrix.of_apply]
  ring

/-- A matrix commutes with every Pauli string exactly when it is a multiple of the
identity. -/
theorem commutes_all_pauli_iff (M : Matrix (Bits n) (Bits n) ℂ) :
    (∀ x z : Bits n, pauli x z * M = M * pauli x z) ↔
      ∃ c : ℂ, M = c • (1 : Matrix (Bits n) (Bits n) ℂ) := by
  constructor
  · intro h
    refine ⟨M.trace / 2 ^ n, ?_⟩
    rw [← pauli_twirl]
    -- every term of the average equals `M`
    have hc : ∀ x z : Bits n, pauli x z * M * (pauli x z)ᴴ = M := fun x z => by
      rw [h, mul_assoc, pauli_unitary, mul_one]
    have h4 : (4 : ℂ) ^ n = 2 ^ n * 2 ^ n := by rw [← mul_pow]; norm_num
    ext i j
    simp only [twirl, hc, Matrix.smul_apply, Matrix.sum_apply, smul_eq_mul]
    simp only [Finset.sum_const, Finset.card_univ, Fintype.card_fun, ZMod.card,
      Fintype.card_fin, nsmul_eq_mul, Nat.cast_pow, Nat.cast_ofNat, h4]
    field_simp
  · rintro ⟨c, rfl⟩ x z
    rw [mul_smul_comm, smul_mul_assoc, mul_one, one_mul]

end

end PauliTwirl
```

```lean
#print axioms PauliTwirl.dephasing
#print axioms PauliTwirl.pauli_twirl
#print axioms PauliTwirl.pauli_twirl_reference
#print axioms PauliTwirl.commutes_all_pauli_iff
```

```
'PauliTwirl.dephasing' depends on axioms: [propext, Classical.choice, Quot.sound]
'PauliTwirl.pauli_twirl' depends on axioms: [propext, Classical.choice, Quot.sound]
'PauliTwirl.pauli_twirl_reference' depends on axioms: [propext, Classical.choice, Quot.sound]
'PauliTwirl.commutes_all_pauli_iff' depends on axioms: [propext, Classical.choice, Quot.sound]
```

## The average and its physical reading

A basis state is a bit string, an element of `Bits n`, and strings are added bit by bit modulo 2. The sign $(-1)^a$ of a bit $a$ is `sgn a`. For bit strings $x$ and $z$, the matrix `pauli x z` is

$$P(x,z)\,|b\rangle = (-1)^{z\cdot b}\,|b+x\rangle .$$

So $z$ marks the qubits that receive a phase flip $Z$, and $x$ marks those that then receive a bit flip $X$. Where both act, the factor is $XZ=-iY$ and not the Hermitian matrix $Y$. The phase $-i$ cancels in $PMP^\dagger$ and plays no role in whether $P$ commutes with $M$.

The theorem `pauli_twirl` states that

$$\frac{1}{4^n}\sum_{x,z}P(x,z)\,M\,P(x,z)^\dagger=\frac{\operatorname{tr}M}{2^n}\,\mathbb 1$$

for every complex matrix $M$ on the qubits; it need not be Hermitian or positive. For a density matrix the trace is 1, and the right-hand side is the maximally mixed state. The name "Pauli twirling" often refers to averaging a noise channel between a Pauli string and its inverse; here a matrix is averaged, not a channel.

In quantum information this map is the completely depolarising channel, here on a finite register with ideal Pauli strings. The step from the theorem to a laboratory is the assumption that the device applies each string without error, with probability $4^{-n}$, independently of the state.

The theorem `pauli_twirl_reference` adds a reference system with finite index set `R`, which may be entangled with the qubits. Only the qubits are twirled, by $P(x,z)\otimes\mathbb 1$, written with `⊗ₖ`. The result is $2^{-n}\,\mathbb 1\otimes M_R$, where $M_R$ is `traceQubits M`, the partial trace over the qubits. For a joint density matrix, the average therefore removes all correlations with the reference and leaves the reference's own state intact.

## One qubit in numbers

Take $M=\begin{pmatrix}1&2\\3&5\end{pmatrix}$. Conjugation by $\mathbb 1$, $Z$, $X$ and $XZ$ gives, in this order,

$$\begin{pmatrix}1&2\\3&5\end{pmatrix},\quad
\begin{pmatrix}1&-2\\-3&5\end{pmatrix},\quad
\begin{pmatrix}5&3\\2&1\end{pmatrix},\quad
\begin{pmatrix}5&-3\\-2&1\end{pmatrix}.$$

The sum is $12\cdot\mathbb 1$ and the average is $3\cdot\mathbb 1$, in agreement with $\operatorname{tr}M/2=3$.

## Phases remove coherences, bit flips level the diagonal

**One conjugation.** Row $a$ of $P(x,z)$ has a single nonzero entry, in column $a+x$, because $x+x=0$. Hence

$$\bigl(PMP^\dagger\bigr)_{aa'}=(-1)^{z\cdot(a+x)}\,M_{a+x,\,a'+x}\,(-1)^{z\cdot(a'+x)}=(-1)^{z\cdot(a+a')}\,M_{a+x,\,a'+x}.$$

This is `pauli_conj_apply`. Its step `hP` solves $a=b+x$ for the column $b$, so that both matrix-product sums collapse to one term, and `hsgn` combines the signs by means of `sgn_add`. Setting $M=\mathbb 1$ gives $PP^\dagger=\mathbb 1$, which is `pauli_unitary`.

**Sum over phases.** Let $S(c)=\sum_z(-1)^{z\cdot c}$ for a bit string $c$. If $c=0$, all $2^n$ terms equal 1. Otherwise some bit $c_i$ is 1, and flipping bit $i$ of $z$ permutes the terms while reversing every sign. So $S(c)=-S(c)$, and $S(c)=0$. In `sum_sgn` the flip is the addition of `Pi.single i 1`, and `linear_combination` draws the conclusion.

Since $a+a'=0$ exactly when $a=a'$ (`bits_add_eq_zero`), `sum_phase_apply` follows:

$$\sum_z\bigl(PMP^\dagger\bigr)_{aa'}=2^n\,\delta_{aa'}\,M_{a+x,\,a+x}.$$

For $x=0$, division by $2^n$ gives `dephasing`: random phase flips alone delete the coherences and keep the populations.

**Sum over bit flips.** As $x$ runs through all bit strings, so does $a+x$, and therefore $\sum_x M_{a+x,\,a+x}=\operatorname{tr}M$. This is the step `ht` in `pauli_twirl`. The total is $2^n\,\delta_{aa'}\operatorname{tr}M$, and division by $4^n=2^n\cdot2^n$ gives the theorem.

**With a reference.** Fix reference indices $r,s$ and define the block $M^{(rs)}_{bb'}=M_{(b,r),(b',s)}$. The operator $P\otimes\mathbb 1$ leaves $r$ and $s$ alone, so each block is conjugated by $P$ separately; this is `hb`. Applying `pauli_twirl` to the block gives

$$\frac{\delta_{aa'}}{2^n}\operatorname{tr}M^{(rs)}=\frac{\delta_{aa'}}{2^n}\sum_b M_{(b,r),(b,s)}=\frac{\delta_{aa'}}{2^n}\,(M_R)_{rs}.$$

## What commutes with every Pauli string

By `commutes_all_pauli_iff`, a matrix commutes with all $P(x,z)$ exactly when it is a multiple of the identity. If $M$ commutes with them all, then $PMP^\dagger=MPP^\dagger=M$ for each string (`hc`). The average of $4^n$ copies of $M$ is $M$, while the twirl theorem says that it is $(\operatorname{tr}M/2^n)\,\mathbb 1$, so the two are equal. Conversely, a multiple of the identity commutes with everything. An observable on the register that is unchanged by every Pauli string is thus a constant.

Commuting with the phase strings $P(0,z)$ alone is not enough. On one qubit, $Z$ commutes with $P(0,0)=\mathbb 1$ and $P(0,1)=Z$, yet it is not a multiple of the identity. The bit flip $P(1,0)=X$ exposes it, since $XZ=-ZX$.
